# The velocity operator multiplies a lattice plane wave by $E'(k)$ for finite-range hopping

## Band velocities from a table of hopping amplitudes

To obtain the band velocity of a tight-binding chain with orthonormal orbitals, one per unit cell, in units with $\hbar=1$, multiply each hopping amplitude by $-i$ times its signed displacement (positive for hops to the right, negative for hops to the left) and form the same phase sum that gives the energy. No finite difference in $k$ is needed. For a non-interacting particle on a one-dimensional lattice with one orbital per site and finite-range hopping that depends only on the displacement, the result below shows that this sum is both the slope of the band and the eigenvalue of the velocity operator on a plane wave.

The sites are the integers $x$, with lattice spacing 1 and $\hbar=1$. The orbitals are taken to be orthonormal, a state is given by its amplitudes $f(x)$ on them, and $h(r)$ is the complex amplitude for a hop by $r$ sites, nonzero for only finitely many $r$. The Hamiltonian $H$ and the position operator $X$ act by

$$(Hf)(x)=\sum_r h(r)\,f(x-r),\qquad (Xf)(x)=x\,f(x).$$

The Heisenberg equation gives $\dot X=i[H,X]$, which motivates the definition $V=i(HX-XH)$ of the velocity operator. For real $k$, let

$$e_k(x)=e^{ikx},\qquad E(k)=\sum_r h(r)\,e^{-ikr}.$$

## What the Lean statement says

The main theorem, `velocity_bloch`, says that for every finitely supported $h$ and every real $k$, the function $E$ is differentiable at $k$ and $Ve_k=E'(k)\,e_k$. Differentiability is stated separately because Lean's `deriv` returns 0 where a function has no derivative.

The amplitudes have type `ℤ →₀ ℂ`, the type of functions with finite support. The operators `hop h`, `position` and `velocity h` are linear maps on the space of all functions `ℤ → ℂ`, and their product is composition. The plane wave is `bloch k`, and `dispersion h` is $E$, a complex-valued function of a real variable.

Hermiticity is not needed for the main theorem. Where it is wanted, it enters as the hypothesis $h(-r)=\overline{h(r)}$: the amplitude for a hop is the conjugate of the amplitude for the reverse hop, as conservation of probability requires. Only `groupVelocity_real` assumes it, and it concludes that $E'(k)$ is real.

The diagonal form of $X$ places each orbital at its site and neglects position matrix elements between different orbitals. Several orbitals per cell, higher dimensions and the motion of wave packets are not treated, and the Heisenberg equation serves as motivation for $V$ without being derived.

## Square-summable states as the underlying space

Another model would take the Hilbert space $\ell^2(\mathbb Z)$ of square-summable functions. There $X$ is unbounded and needs a domain, and $e_k$ is not a state at all, since $|e_k(x)|=1$ at every site. The eigenvalue equation would become the statement that $V$, extended from finitely supported states, acts in the Fourier representation as multiplication by $E'(k)$. That version would supply an inner product and expectation values. The space of all functions gives these up, but it contains the plane waves and lets $X$ act everywhere.

## The commutator acting on a plane wave

For any $f$, the two operator products are

$$(HXf)(x)=\sum_r h(r)(x-r)f(x-r),\qquad (XHf)(x)=\sum_r x\,h(r)f(x-r).$$

On subtraction the terms with $x$ cancel, which leaves

$$(Vf)(x)=\sum_r\bigl(-i\,r\,h(r)\bigr)f(x-r).$$

Thus $V$ is again a hopping operator, with amplitudes $-i\,r\,h(r)$.

A translated plane wave acquires a phase, $e_k(x-r)=e^{-ikr}e_k(x)$. Inserting this into $H$ and $V$ gives

$$He_k=E(k)\,e_k,\qquad Ve_k=\Bigl(\sum_r(-i\,r\,h(r))\,e^{-ikr}\Bigr)e_k.$$

Since $E$ is a finite sum, it can be differentiated term by term:

$$E'(k)=\sum_r h(r)\,(-ir)\,e^{-ikr}.$$

This is the factor in $Ve_k$, so $Ve_k=E'(k)\,e_k$.

## Real velocities and vanishing velocity

Suppose that $h(-r)=\overline{h(r)}$. Conjugating the derivative and then setting $s=-r$ gives

$$\overline{E'(k)}=\sum_r i\,r\,h(-r)\,e^{ikr}=\sum_s(-i\,s)\,h(s)\,e^{-iks}=E'(k),$$

so the group velocity is real.

To see when $V$ vanishes, apply it to the state $\delta_0$ that is 1 at the origin and 0 elsewhere. Only the term $r=x$ survives, and $(V\delta_0)(x)=-i\,x\,h(x)$. If $V=0$, then $h(x)=0$ for every $x\neq0$. Conversely, if all these amplitudes vanish, the only possible remaining term has $r=0$, and its factor $r$ removes it. Hence $V=0$ exactly when there is no hopping between different sites; an on-site energy $h(0)$ contributes nothing to the velocity.

## The cosine band

For the nearest-neighbour chain with real $t$, take $h(1)=h(-1)=-t$ and all other amplitudes zero. Then

$$E(k)=-t\,(e^{-ik}+e^{ik})=-2t\cos k,\qquad Ve_k=2t\sin k\;e_k.$$

For $t>0$, the velocity vanishes at the band bottom $k=0$ and at the band top $k=\pi$, and it is largest at $k=\pi/2$. The amplitudes are real and symmetric, so they satisfy the Hermiticity condition.

## The complete Lean file

```lean
import Mathlib

open ComplexConjugate

noncomputable section

namespace GroupVelocityOperator

/-- The hopping Hamiltonian on the integer lattice, `(H f)(x) = ∑ r, h(r) f(x - r)`. -/
def hop (h : ℤ →₀ ℂ) : Module.End ℂ (ℤ → ℂ) where
  toFun f x := ∑ r ∈ h.support, h r * f (x - r)
  map_add' f g := by
    funext x
    simp only [Pi.add_apply, mul_add, Finset.sum_add_distrib]
  map_smul' c f := by
    funext x
    simp only [Pi.smul_apply, smul_eq_mul, RingHom.id_apply, Finset.mul_sum]
    exact Finset.sum_congr rfl fun r _ => by ring

/-- The position operator, `(X f)(x) = x f(x)`. -/
def position : Module.End ℂ (ℤ → ℂ) where
  toFun f x := (x : ℂ) * f x
  map_add' f g := by
    funext x
    simp only [Pi.add_apply, mul_add]
  map_smul' c f := by
    funext x
    simp only [Pi.smul_apply, smul_eq_mul, RingHom.id_apply]
    ring

/-- The velocity operator `i (H X - X H)`, in units with `ħ = 1`. -/
def velocity (h : ℤ →₀ ℂ) : Module.End ℂ (ℤ → ℂ) :=
  Complex.I • (hop h * position - position * hop h)

/-- The plane wave `exp(i k x)` on the lattice. -/
def bloch (k : ℝ) (x : ℤ) : ℂ := Complex.exp (Complex.I * k * x)

/-- The dispersion relation `E(k) = ∑ r, h(r) exp(-i k r)`. -/
def dispersion (h : ℤ →₀ ℂ) (k : ℝ) : ℂ :=
  ∑ r ∈ h.support, h r * Complex.exp (-Complex.I * r * k)

/-- The velocity operator is itself a hopping operator, with amplitudes `-i r h(r)`. -/
theorem velocity_apply (h : ℤ →₀ ℂ) (f : ℤ → ℂ) (x : ℤ) :
    velocity h f x = ∑ r ∈ h.support, (-Complex.I * r * h r) * f (x - r) := by
  change Complex.I * ((∑ r ∈ h.support, h r * (((x - r : ℤ) : ℂ) * f (x - r)))
    - (x : ℂ) * ∑ r ∈ h.support, h r * f (x - r)) = _
  rw [Finset.mul_sum, ← Finset.sum_sub_distrib, Finset.mul_sum]
  refine Finset.sum_congr rfl fun r _ => ?_
  push_cast
  ring

/-- Translating a plane wave by `r` sites multiplies it by the phase `exp(-i k r)`. -/
theorem bloch_shift (k : ℝ) (x r : ℤ) :
    bloch k (x - r) = Complex.exp (-Complex.I * r * k) * bloch k x := by
  unfold bloch
  rw [← Complex.exp_add]
  congr 1
  push_cast
  ring

/-- A plane wave satisfies the eigenvalue equation of the hopping Hamiltonian with energy
`E(k)`. -/
theorem hop_bloch (h : ℤ →₀ ℂ) (k : ℝ) :
    hop h (bloch k) = dispersion h k • bloch k := by
  funext x
  change ∑ r ∈ h.support, h r * bloch k (x - r) = dispersion h k * bloch k x
  rw [dispersion, Finset.sum_mul]
  refine Finset.sum_congr rfl fun r _ => ?_
  rw [bloch_shift]
  ring

/-- The dispersion relation has derivative `∑ r, (-i r h(r)) exp(-i k r)` at every `k`. -/
theorem hasDerivAt_dispersion (h : ℤ →₀ ℂ) (k : ℝ) :
    HasDerivAt (dispersion h)
      (∑ r ∈ h.support, (-Complex.I * r * h r) * Complex.exp (-Complex.I * r * k)) k := by
  have h0 : HasDerivAt (fun q : ℝ => (q : ℂ)) 1 k := by
    simpa using (hasDerivAt_id k).ofReal_comp
  unfold dispersion
  refine HasDerivAt.fun_sum fun r _ => ?_
  refine (((h0.const_mul (-Complex.I * (r : ℂ))).cexp).const_mul (h r)).congr_deriv ?_
  ring

/-- The dispersion relation is differentiable, and the velocity operator maps the plane wave
`exp(i k x)` to `E'(k) exp(i k x)`. -/
theorem velocity_bloch (h : ℤ →₀ ℂ) (k : ℝ) :
    DifferentiableAt ℝ (dispersion h) k ∧
      velocity h (bloch k) = deriv (dispersion h) k • bloch k := by
  refine ⟨(hasDerivAt_dispersion h k).differentiableAt, ?_⟩
  rw [(hasDerivAt_dispersion h k).deriv]
  funext x
  rw [velocity_apply, Pi.smul_apply, smul_eq_mul, Finset.sum_mul]
  -- each hop contributes its translation phase
  refine Finset.sum_congr rfl fun r _ => ?_
  rw [bloch_shift]
  ring

/-- If the hopping amplitudes satisfy `h(-r) = conj h(r)`, the group velocity `E'(k)` is
real. -/
theorem groupVelocity_real (h : ℤ →₀ ℂ) (hh : ∀ r, h (-r) = conj (h r)) (k : ℝ) :
    (deriv (dispersion h) k).im = 0 := by
  have key : ∀ r ∈ h.support, -r ∈ h.support := by
    intro r hr
    rw [Finsupp.mem_support_iff] at hr ⊢
    rw [hh]
    simpa using hr
  rw [(hasDerivAt_dispersion h k).deriv, ← Complex.conj_eq_iff_im, map_sum]
  -- conjugation exchanges the hops by r and by -r
  refine Finset.sum_nbij' (fun r => -r) (fun r => -r) key key
    (fun r _ => neg_neg r) (fun r _ => neg_neg r) fun r _ => ?_
  have e : conj (-Complex.I * (r : ℂ) * (k : ℂ)) = -Complex.I * ((-r : ℤ) : ℂ) * k := by
    simp
  rw [map_mul, ← Complex.exp_conj, e, hh]
  simp only [map_mul, map_neg, Complex.conj_I, map_intCast]
  push_cast
  ring

/-- The velocity operator vanishes exactly when there is no hopping between different
sites. -/
theorem velocity_eq_zero_iff (h : ℤ →₀ ℂ) :
    velocity h = 0 ↔ ∀ r, r ≠ 0 → h r = 0 := by
  constructor
  · intro hv r hr
    -- test on the state localised at the origin
    have e := congrFun (LinearMap.congr_fun hv (fun y : ℤ => if y = 0 then (1 : ℂ) else 0)) r
    rw [velocity_apply, Finset.sum_eq_single r] at e
    · simpa [hr] using e
    · intro s _ hs
      simp [sub_eq_zero, Ne.symm hs]
    · intro hs
      simp [Finsupp.notMem_support_iff.mp hs]
  · intro h0
    refine LinearMap.ext fun f => funext fun x => ?_
    rw [velocity_apply]
    change _ = (0 : ℂ)
    refine Finset.sum_eq_zero fun r _ => ?_
    by_cases hr : r = 0
    · simp [hr]
    · simp [h0 r hr]

/-- The nearest-neighbour chain: amplitude `-t` for a hop by one site in either direction. -/
def chain (t : ℝ) : ℤ →₀ ℂ :=
  Finsupp.single 1 (-(t : ℂ)) + Finsupp.single (-1) (-(t : ℂ))

/-- The nearest-neighbour chain satisfies `h(-r) = conj h(r)`. -/
theorem chain_witness (t : ℝ) (r : ℤ) : chain t (-r) = conj (chain t r) := by
  have a : (1 = -r) ↔ (-1 = r) := by omega
  have b : (-1 = -r) ↔ (1 = r) := by omega
  simp only [chain, Finsupp.add_apply, Finsupp.single_apply, a, b, map_add]
  split_ifs <;> simp

/-- The nearest-neighbour chain has the cosine band `E(k) = -2 t cos k`. -/
theorem chain_dispersion (t k : ℝ) :
    dispersion (chain t) k = ((-2 * t * Real.cos k : ℝ) : ℂ) := by
  have s : dispersion (chain t) k = -(t : ℂ) * Complex.exp (-Complex.I * ((1 : ℤ) : ℂ) * k)
      + -(t : ℂ) * Complex.exp (-Complex.I * ((-1 : ℤ) : ℂ) * k) := by
    change (chain t).sum (fun r a => a * Complex.exp (-Complex.I * (r : ℂ) * k)) = _
    unfold chain
    rw [Finsupp.sum_add_index', Finsupp.sum_single_index, Finsupp.sum_single_index] <;>
      simp [add_mul]
  have e1 : -Complex.I * ((1 : ℤ) : ℂ) * k = -(k : ℂ) * Complex.I := by
    push_cast
    ring
  have e2 : -Complex.I * ((-1 : ℤ) : ℂ) * k = (k : ℂ) * Complex.I := by
    push_cast
    ring
  rw [s, e1, e2]
  push_cast
  rw [Complex.cos]
  ring

/-- On the nearest-neighbour chain the velocity operator multiplies the plane wave
`exp(i k x)` by `2 t sin k`. -/
theorem chain_velocity (t k : ℝ) :
    velocity (chain t) (bloch k) = ((2 * t * Real.sin k : ℝ) : ℂ) • bloch k := by
  have d : HasDerivAt (dispersion (chain t)) ((2 * t * Real.sin k : ℝ) : ℂ) k := by
    rw [show dispersion (chain t) = fun q : ℝ => ((-2 * t * Real.cos q : ℝ) : ℂ) from
      funext (chain_dispersion t)]
    refine (((Real.hasDerivAt_cos k).const_mul (-2 * t)).ofReal_comp).congr_deriv ?_
    push_cast
    ring
  rw [(velocity_bloch (chain t) k).2, d.deriv]

end GroupVelocityOperator
```

```lean
#print axioms GroupVelocityOperator.hop_bloch
-- 'GroupVelocityOperator.hop_bloch' depends on axioms: [propext, Classical.choice, Quot.sound]
#print axioms GroupVelocityOperator.groupVelocity_real
-- 'GroupVelocityOperator.groupVelocity_real' depends on axioms: [propext, Classical.choice, Quot.sound]
#print axioms GroupVelocityOperator.velocity_eq_zero_iff
-- 'GroupVelocityOperator.velocity_eq_zero_iff' depends on axioms: [propext, Classical.choice, Quot.sound]
#print axioms GroupVelocityOperator.chain_velocity
-- 'GroupVelocityOperator.chain_velocity' depends on axioms: [propext, Classical.choice, Quot.sound]
```

## How the main theorem is assembled

`velocity_apply` is the commutator calculation. After the definitions are unfolded, `Finset.mul_sum` moves the factors $x$ and $i$ inside the sums, and `Finset.sum_sub_distrib` combines the two sums into one. `Finset.sum_congr` then reduces the claim to a single hop, where `ring` carries out the cancellation of $x$.

`bloch_shift` proves the translation phase by combining two exponentials and comparing their exponents. `hop_bloch` applies it to each term of $He_k$. This energy equation completes the physical picture, but the proof of the velocity equation does not use it.

`hasDerivAt_dispersion` differentiates $E$. `HasDerivAt.fun_sum` reduces the sum to its terms, and the chain rule for the exponential, `cexp`, produces the factor $-ir$. The lemma gives both the existence of the derivative and its value.

`velocity_bloch` takes differentiability from this lemma and replaces `deriv` by the explicit sum. It then expands the left side with `velocity_apply` and compares the two sums hop by hop, using `bloch_shift` for the phase.

## How the remaining proofs follow the physics

In `groupVelocity_real`, the auxiliary fact `key` shows that the support of $h$ is symmetric under $r\mapsto-r$. `Complex.conj_eq_iff_im` turns the claim about the imaginary part into $\overline{E'(k)}=E'(k)$, and `Finset.sum_nbij'` performs the substitution $s=-r$.

`velocity_eq_zero_iff` evaluates $V\delta_0$ at the site $r$. `Finset.sum_eq_single` isolates the one surviving hop, and $r\neq0$ allows its factor to be cancelled. The converse shows that each term is zero, treating $r=0$ and $r\neq0$ separately.

For the chain, `chain_witness` checks the Hermiticity condition by cases. `chain_dispersion` splits the amplitudes into their two single-hop parts and recognises the cosine in the sum of exponentials. This also covers $t=0$, when the support is empty. Finally, `chain_velocity` differentiates the cosine band and inserts the result into `velocity_bloch`.
